# Harmonic interpolation of lanthanide radii in a linear effective-charge model

To fill a gap in a table of trivalent lanthanide radii for one coordination number, one can interpolate $1/r$ linearly in the number of 4f electrons and then invert. With known radii $r_0$ for the empty shell and $r_n$ for $n\ge1$ electrons, the estimate at $q$ electrons is one line of code:

```python
r_q = n * r_0 * r_n / ((n - q) * r_n + q * r_0)
```

Added to a ligand radius, the estimate can supply a starting metal–ligand distance for an electronic-structure calculation. It is exact if the radius is inversely proportional to an effective charge that grows linearly with $q$. That law is assumed here, not derived from density functional theory.

```lean
import Mathlib

namespace LanthanideContraction

noncomputable section
```

## A charge that grows with each 4f electron

Each step along the series adds one proton and one 4f electron. The electron shields the outer shell incompletely, so the charge felt there rises, in this model by the same $b>0$ at every step:

$$Z_q = Z_0 + bq .$$

Here $Z_0>0$ is the effective charge for the empty 4f shell. In Lean, `q` is a natural number, `Z0` and `b` are real, and $Z_q$ is `effectiveCharge Z0 b q`.

```lean
/-- Effective nuclear charge felt by the outer shell of an ion with `q` electrons in the 4f shell:
it grows by `b` with each step along the series. -/
def effectiveCharge (Z0 b : ℝ) (q : ℕ) : ℝ := Z0 + b * q
```

For a fixed outer shell, hydrogen-like scaling suggests a radius inversely proportional to this charge,

$$r_q = \frac{a}{Z_q},$$

where $a>0$ sets the length scale. The model omits changes of coordination number and any irregularity from shell structure, and relativity enters only as far as the constants absorb it. It also lets $q$ run past 14, where only the formula has meaning.

```lean
/-- Ionic radius inversely proportional to the effective nuclear charge. -/
def ionicRadius (a Z0 b : ℝ) (q : ℕ) : ℝ := a / effectiveCharge Z0 b q
```

Since $Z_0>0$, $b>0$ and $q\ge0$, every $Z_q$ is positive. This makes the divisions below legitimate.

```lean
variable {a Z0 b : ℝ}

/-- The effective nuclear charge is positive all along the series. -/
theorem effectiveCharge_pos (hZ : 0 < Z0) (hb : 0 < b) (q : ℕ) :
    0 < effectiveCharge Z0 b q := by
  unfold effectiveCharge
  positivity
```

## Shrinking radii and shrinking steps

Putting two neighbouring radii over a common denominator gives

$$r_q-r_{q+1}=\frac{a(Z_{q+1}-Z_q)}{Z_qZ_{q+1}}=\frac{ab}{Z_qZ_{q+1}} .$$

The proof follows the same route: `hd` records $b=Z_{q+1}-Z_q$, and `linear_combination` inserts it in the numerator.

```lean
/-- The contraction in one step along the series is `a b` divided by the product of the effective
charges before and after the step. -/
theorem radius_step (hZ : 0 < Z0) (hb : 0 < b) (q : ℕ) :
    ionicRadius a Z0 b q - ionicRadius a Z0 b (q + 1) =
      a * b / (effectiveCharge Z0 b q * effectiveCharge Z0 b (q + 1)) := by
  have h0 := (effectiveCharge_pos hZ hb q).ne'
  have h1 := (effectiveCharge_pos hZ hb (q + 1)).ne'
  have hd : b = effectiveCharge Z0 b (q + 1) - effectiveCharge Z0 b q := by
    unfold effectiveCharge
    push_cast
    ring
  unfold ionicRadius
  rw [div_sub_div _ _ h0 h1]
  congr 1
  linear_combination (-a) * hd
```

For $a>0$ the right-hand side is positive, so $r_{q+1}<r_q$ for every $q$. Lean's `StrictAnti` says that the whole sequence strictly decreases, which follows from the comparison of neighbours.

```lean
/-- The ionic radius strictly decreases along the series. -/
theorem radius_strictAnti (ha : 0 < a) (hZ : 0 < Z0) (hb : 0 < b) :
    StrictAnti (ionicRadius a Z0 b) := by
  refine strictAnti_nat_of_succ_lt fun q => ?_
  have h := radius_step (a := a) hZ hb q
  have hp : 0 < a * b / (effectiveCharge Z0 b q * effectiveCharge Z0 b (q + 1)) :=
    div_pos (mul_pos ha hb)
      (mul_pos (effectiveCharge_pos hZ hb q) (effectiveCharge_pos hZ hb (q + 1)))
  linarith
```

The next contraction is $ab/(Z_{q+1}Z_{q+2})$. Its numerator is the same and its denominator is larger, because $Z_{q+2}>Z_q$. Each step along the series therefore contracts the ion by less than the one before.

```lean
/-- The contraction per added 4f electron strictly shrinks along the series. -/
theorem contraction_strictAnti (ha : 0 < a) (hZ : 0 < Z0) (hb : 0 < b) :
    StrictAnti (fun q : ℕ => ionicRadius a Z0 b q - ionicRadius a Z0 b (q + 1)) := by
  refine strictAnti_nat_of_succ_lt fun q => ?_
  rw [radius_step hZ hb q, radius_step hZ hb (q + 1)]
  have h0 := effectiveCharge_pos hZ hb q
  have h1 := effectiveCharge_pos hZ hb (q + 1)
  have hlt : effectiveCharge Z0 b q < effectiveCharge Z0 b (q + 1 + 1) := by
    unfold effectiveCharge
    push_cast
    linarith
  -- the numerators agree, and the product of charges has grown
  apply div_lt_div_of_pos_left (mul_pos ha hb) (mul_pos h0 h1)
  nlinarith [mul_pos h1 (sub_pos.2 hlt)]
```

## The law read off from inverse radii

In the model $1/r_q=Z_q/a$ is linear in $q$, so

$$\frac1{r_{q+2}}-\frac2{r_{q+1}}+\frac1{r_q}=\frac{Z_{q+2}-2Z_{q+1}+Z_q}{a}=0 .$$

Conversely, let $r$ be any positive, strictly decreasing sequence with this property, and write $u_q=1/r_q$. Then $u_{q+2}=2u_{q+1}-u_q$. If $u_q=u_0+(u_1-u_0)q$ holds at $q$ and $q+1$, the recurrence gives

$$u_{q+2}=u_0+(u_1-u_0)(q+2),$$

and the formula holds for all $q$ by induction. The choice $a=1$, $Z_0=u_0$, $b=u_1-u_0$ reproduces the radii. Here $u_0>0$ because $r_0>0$, and $b>0$ because $r_1<r_0$.

The theorem states this equivalence for an arbitrary `r : ℕ → ℝ`. It claims that suitable parameters exist, not that they are unique: multiplying $a$, $Z_0$ and $b$ by a common positive factor leaves every radius unchanged. In the proof, `key` carries the formula for two neighbouring indices at once, as the two-term recurrence requires.

```lean
/-- A sequence of radii is positive and strictly decreasing, with inverses of zero second
difference, exactly when it has the form `a / (Z0 + b q)` with positive `a`, `Z0` and `b`. -/
theorem inverse_radius_linear_iff (r : ℕ → ℝ) :
    ((∀ q, 0 < r q) ∧ StrictAnti r ∧
      ∀ q, 1 / r (q + 2) - 2 * (1 / r (q + 1)) + 1 / r q = 0) ↔
    ∃ a Z0 b : ℝ, 0 < a ∧ 0 < Z0 ∧ 0 < b ∧ ∀ q, r q = ionicRadius a Z0 b q := by
  constructor
  · rintro ⟨hpos, hanti, hsec⟩
    -- a vanishing second difference makes the inverse radius linear in q
    have key : ∀ q : ℕ, 1 / r q = 1 / r 0 + (1 / r 1 - 1 / r 0) * (q : ℝ) ∧
        1 / r (q + 1) = 1 / r 0 + (1 / r 1 - 1 / r 0) * ((q : ℝ) + 1) := by
      intro q
      induction q with
      | zero =>
        constructor
        · rw [Nat.cast_zero]
          ring
        · rw [Nat.cast_zero, Nat.zero_add]
          ring
      | succ n ih =>
        obtain ⟨h1, h2⟩ := ih
        have h3 : 1 / r (n + 1 + 1) - 2 * (1 / r (n + 1)) + 1 / r n = 0 := hsec n
        constructor
        · rw [Nat.cast_succ]
          exact h2
        · rw [Nat.cast_succ]
          linear_combination h3 + 2 * h2 - h1
    refine ⟨1, 1 / r 0, 1 / r 1 - 1 / r 0, one_pos, one_div_pos.2 (hpos 0),
      sub_pos.2 (one_div_lt_one_div_of_lt (hpos 1) (hanti Nat.zero_lt_one)), fun q => ?_⟩
    unfold ionicRadius effectiveCharge
    rw [← (key q).1, one_div_one_div]
  · rintro ⟨a, Z0, b, ha, hZ, hb, h⟩
    have hr : r = ionicRadius a Z0 b := funext h
    rw [hr]
    refine ⟨fun q => div_pos ha (effectiveCharge_pos hZ hb q),
      radius_strictAnti ha hZ hb, fun q => ?_⟩
    simp only [ionicRadius, effectiveCharge, one_div_div]
    push_cast
    ring
```

## The ion in the middle

For ions $m$ steps either side of $q+m$, linearity gives $Z_q+Z_{q+2m}=2Z_{q+m}$. Hence

$$r_{q+m}(r_q+r_{q+2m})
=\frac{a}{Z_{q+m}}\cdot\frac{2aZ_{q+m}}{Z_qZ_{q+2m}}
=2r_qr_{q+2m}.$$

For $a>0$ this says that $r_{q+m}$ is the harmonic mean of the outer radii; setting $q=0$ gives the case of $r_0$ and $r_{2m}$. Lean clears the nonzero denominators with `field_simp` and compares the polynomials with `ring`.

```lean
/-- The radius midway between two ions of the series is the harmonic mean of their radii,
written as `H (x + y) = 2 x y`. -/
theorem radius_harmonic_mean (hZ : 0 < Z0) (hb : 0 < b) (q m : ℕ) :
    ionicRadius a Z0 b (q + m) * (ionicRadius a Z0 b q + ionicRadius a Z0 b (q + 2 * m)) =
      2 * ionicRadius a Z0 b q * ionicRadius a Z0 b (q + 2 * m) := by
  have h0 : Z0 + b * (q : ℝ) ≠ 0 := by positivity
  have h1 : Z0 + b * ((q : ℝ) + m) ≠ 0 := by positivity
  have h2 : Z0 + b * ((q : ℝ) + 2 * m) ≠ 0 := by positivity
  unfold ionicRadius effectiveCharge
  push_cast
  field_simp
  ring
```

Write $x=r_q$ and $y=r_{q+2m}$. For $m\ge1$ the radii differ, so

$$\frac{x+y}{2}-\frac{2xy}{x+y}=\frac{(x-y)^2}{2(x+y)}>0 .$$

Averaging the radii themselves thus overestimates the middle one. The Lean proof supposes the opposite inequality and multiplies it by $x+y$, which would force $(x-y)^2\le0$.

```lean
/-- The radius midway between two different ions lies strictly below the arithmetic mean of
their radii. -/
theorem radius_lt_arithmetic_mean (ha : 0 < a) (hZ : 0 < Z0) (hb : 0 < b) (q : ℕ) {m : ℕ}
    (hm : 1 ≤ m) :
    ionicRadius a Z0 b (q + m) <
      (ionicRadius a Z0 b q + ionicRadius a Z0 b (q + 2 * m)) / 2 := by
  have hH := radius_harmonic_mean (a := a) hZ hb q m
  have hx : 0 < ionicRadius a Z0 b q := div_pos ha (effectiveCharge_pos hZ hb q)
  have hy : 0 < ionicRadius a Z0 b (q + 2 * m) := div_pos ha (effectiveCharge_pos hZ hb _)
  have hxy : ionicRadius a Z0 b (q + 2 * m) < ionicRadius a Z0 b q :=
    radius_strictAnti ha hZ hb (by omega)
  -- otherwise the square of the difference of the outer radii would not be positive
  by_contra hcon
  have hle := not_lt.1 hcon
  have hmul := mul_le_mul_of_nonneg_right hle (add_pos hx hy).le
  nlinarith [mul_pos (sub_pos.2 hxy) (sub_pos.2 hxy)]
```

## Interpolation from two known radii

For a general position, $(n-q)Z_0+qZ_n=nZ_q$. Therefore

$$r_q\bigl((n-q)r_n+qr_0\bigr)
=\frac{a}{Z_q}\cdot\frac{a\,nZ_q}{Z_0Z_n}
=n r_0r_n .$$

When $a>0$ and $n\ge1$, the bracket is positive and dividing by it gives the line of code above. At $n=0$ the identity reads $0=0$, since one radius cannot fix the slope.

```lean
/-- The radii at 4f occupations `0`, `q` and `n` satisfy the linear interpolation formula for
inverse radii, written without division. -/
theorem radius_interpolation (hZ : 0 < Z0) (hb : 0 < b) (q n : ℕ) :
    ionicRadius a Z0 b q *
        (((n : ℝ) - q) * ionicRadius a Z0 b n + q * ionicRadius a Z0 b 0) =
      n * ionicRadius a Z0 b 0 * ionicRadius a Z0 b n := by
  have h1 : Z0 + b * (q : ℝ) ≠ 0 := by positivity
  have h2 : Z0 + b * (n : ℝ) ≠ 0 := by positivity
  have h0 : Z0 ≠ 0 := hZ.ne'
  simp only [ionicRadius, effectiveCharge, Nat.cast_zero, mul_zero, add_zero]
  field_simp
  ring
```

A neighbouring consequence concerns the Born solvation energy, which is proportional to $1/r$ at fixed ionic charge and dielectric constant. With these radii it is linear in $q$, so its value for the middle ion is the arithmetic mean of the outer values.

## The half-filled shell

Take $r_0=103$ and $r_{14}=86$ as given, in any common unit of length. With $q=0$ and $m=7$, the harmonic mean is

$$r_7=\frac{2\cdot103\cdot86}{103+86}=\frac{17716}{189}\approx93.74,$$

compared with an arithmetic mean of $94.5$. In Lean the end values are the hypotheses `h0` and `h14`; substituting them leaves a linear equation for $r_7$.

```lean
/-- If the radius is 103 for the empty and 86 for the full 4f shell, then it is 17716/189 for
the half-filled shell. -/
theorem half_filled_radius (hZ : 0 < Z0) (hb : 0 < b)
    (h0 : ionicRadius a Z0 b 0 = 103) (h14 : ionicRadius a Z0 b 14 = 86) :
    ionicRadius a Z0 b 7 = 17716 / 189 := by
  have h : ionicRadius a Z0 b 7 * (ionicRadius a Z0 b 0 + ionicRadius a Z0 b 14) =
      2 * ionicRadius a Z0 b 0 * ionicRadius a Z0 b 14 :=
    radius_harmonic_mean hZ hb 0 7
  rw [h0, h14] at h
  linarith
```

Positive parameters with these end values do exist. For $a=124012$, $Z_0=1204$ and $b=17$,

$$\frac{124012}{1204}=103,\qquad \frac{124012}{1204+14\cdot17}=\frac{124012}{1442}=86 .$$

Only the ratios of these numbers matter for the radii, so $1204$ is not a physical nuclear charge.

```lean
/-- The parameters `a = 124012`, `Z0 = 1204`, `b = 17` give the radii 103 and 86 for the empty
and the full 4f shell. -/
theorem half_filled_radius_witness :
    ionicRadius 124012 1204 17 0 = 103 ∧ ionicRadius 124012 1204 17 14 = 86 := by
  constructor <;> norm_num [ionicRadius, effectiveCharge]

end

end LanthanideContraction
```

```lean
#print axioms LanthanideContraction.effectiveCharge_pos
#print axioms LanthanideContraction.radius_lt_arithmetic_mean
#print axioms LanthanideContraction.radius_interpolation
#print axioms LanthanideContraction.half_filled_radius
```

```
'LanthanideContraction.effectiveCharge_pos' depends on axioms: [propext, Classical.choice, Quot.sound]
'LanthanideContraction.radius_lt_arithmetic_mean' depends on axioms: [propext, Classical.choice, Quot.sound]
'LanthanideContraction.radius_interpolation' depends on axioms: [propext, Classical.choice, Quot.sound]
'LanthanideContraction.half_filled_radius' depends on axioms: [propext, Classical.choice, Quot.sound]
```
